# The mixed-symmetry projector on three copies of ℂ^d

## Question

Three identical particles each have d single-particle states: three spins, or the spatial part of three electrons in a finite orbital basis. For d ≥ 2, bosonic and fermionic combinations do not fill the d³-dimensional space. For three spin-½ particles nothing is totally antisymmetric and the symmetric states account for only four of eight dimensions. Let C be the cyclic shift u⊗v⊗w ↦ v⊗w⊗u of product states, and set

Q = (2 − C − C²)/3

The claim is that Q is a Hermitian projector, commutes with all six permutations of the particles, annihilates symmetric and antisymmetric states, and has trace 2d(d²−1)/3. How can this be stated and proved in Lean 4 with Mathlib, and in what sense does Q pick out what is left over?

## Answer

### Modelling choices

The copies are numbered 0, 1, 2 and the single-particle basis labels 0, …, d−1. A configuration x = (x₀, x₁, x₂) assigns a label to each copy; this is `Config d`. A state is its amplitude function ψ(x), of type `Config d → ℂ`, with no normalisation imposed, and an operator is a matrix over configurations, `Op d`. The kets |x₀x₁x₂⟩ are taken as orthonormal, so the adjoint † is the conjugate transpose. The product state `prod3 u v w` has amplitude u(x₀)v(x₁)w(x₂).

For σ in the permutation group S₃, the operator P_σ (`permOp d σ`) has matrix element 1 at (x, y) when y = x∘σ and 0 otherwise, so

(P_σ ψ)(x) = ψ(x∘σ)

Products of permutations mean composition, στ = σ∘τ. The 3-cycle c (`cyc`) maps 0 ↦ 2, 1 ↦ 0, 2 ↦ 1, and C = P_c (`shift`). A state is symmetric (`IsSym`) if P_σ ψ = ψ for all σ, and antisymmetric (`IsAntisym`) if P_σ ψ = sgn(σ) ψ for all σ, where sgn is the sign of the permutation. The symmetriser and antisymmetriser are

S = (1/6) Σ_σ P_σ,  A = (1/6) Σ_σ sgn(σ) P_σ

### Derivation by hand

Applying the definition twice gives (P_σ P_τ ψ)(x) = (P_τ ψ)(x∘σ) = ψ(x∘σ∘τ). The (x, y) element of P_σ† is 1 when x = y∘σ, that is when y = x∘σ⁻¹. With e the identity permutation,

P_e = 1,  P_σ P_τ = P_στ,  P_σ† = P_σ⁻¹

For the shift, (Cψ)(x₀, x₁, x₂) = ψ(x₂, x₀, x₁). On u⊗v⊗w this is u(x₂)v(x₀)w(x₁), the amplitude of v⊗w⊗u. Also C² = P_c², and C³ = 1 because c³ = e.

Hermiticity: c⁻¹ = c² and (c²)⁻¹ = c, so the adjoint exchanges C and C², the coefficients are real, and Q† = Q.

Idempotence: using C³ = 1 and C⁴ = C,

(2 − C − C²)² = 4 − 4C − 4C² + C² + 2C³ + C⁴ = 6 − 3C − 3C²

and division by 9 gives Q² = Q.

Commutation: if σ is e, c or c², it commutes with c and c². If σ is a transposition, σc = c²σ and σc² = cσ. In both cases P_σ(C + C²) = (C + C²)P_σ, hence P_σ Q = Q P_σ.

Annihilation: if Cψ = ψ and C²ψ = ψ, then Qψ = (2 − 1 − 1)ψ/3 = 0. Symmetric states satisfy this directly, and antisymmetric states do because both 3-cycles are even.

Trace: Tr P_σ counts the configurations with x = x∘σ. For either 3-cycle this forces x₀ = x₁ = x₂, which leaves d configurations. Since Tr 1 = d³,

Tr Q = (2d³ − d − d)/3 = 2d(d² − 1)/3

Resolution of the identity: in S + A the three transpositions cancel and the even permutations double,

S + A = (1 + C + C²)/3,  so  S + A + Q = 1

Kernel: as σ runs over S₃ so does τσ, which gives P_τ S = S. With sgn(σ) = sgn(τ) sgn(τσ),

P_τ A = (1/6) Σ_σ sgn(τ) sgn(τσ) P_τσ = sgn(τ) A

So Sψ is symmetric and Aψ antisymmetric for every ψ. If Qψ = 0 then ψ = Sψ + Aψ. Conversely, Q annihilates any sum of a symmetric and an antisymmetric state.

### The file

```lean
import Mathlib

open Matrix Equiv

namespace MixedSymmetry

noncomputable section

/-- Basis configurations of three copies of `ℂ^d`: one basis label for each copy. -/
abbrev Config (d : ℕ) := Fin 3 → Fin d

/-- Operators on three copies of `ℂ^d`. -/
abbrev Op (d : ℕ) := Matrix (Config d) (Config d) ℂ

/-- The operator that permutes the three copies according to `σ`. -/
def permOp (d : ℕ) (σ : Perm (Fin 3)) : Op d :=
  Matrix.of fun x y => if y = x ∘ σ then 1 else 0

/-- The 3-cycle `0 ↦ 2, 1 ↦ 0, 2 ↦ 1` of the copies. -/
def cyc : Perm (Fin 3) := swap 0 1 * swap 0 2

/-- The cyclic shift operator `C`. -/
def shift (d : ℕ) : Op d := permOp d cyc

/-- The operator `Q = (2 - C - C²)/3`. -/
def mixedProj (d : ℕ) : Op d := (1 / 3 : ℂ) • ((2 : ℂ) • (1 : Op d) - shift d - shift d ^ 2)

/-- The sign of a permutation as a complex number. -/
def sgn (σ : Perm (Fin 3)) : ℂ := ((Perm.sign σ : ℤ) : ℂ)

/-- The symmetriser, the average of the six permutation operators. -/
def symmetrizer (d : ℕ) : Op d := (1 / 6 : ℂ) • ∑ σ, permOp d σ

/-- The antisymmetriser, the signed average of the six permutation operators. -/
def antisymmetrizer (d : ℕ) : Op d := (1 / 6 : ℂ) • ∑ σ, sgn σ • permOp d σ

/-- A state is symmetric if every permutation leaves it unchanged. -/
def IsSym {d : ℕ} (ψ : Config d → ℂ) : Prop := ∀ σ, permOp d σ *ᵥ ψ = ψ

/-- A state is antisymmetric if every permutation multiplies it by its sign. -/
def IsAntisym {d : ℕ} (ψ : Config d → ℂ) : Prop := ∀ σ, permOp d σ *ᵥ ψ = sgn σ • ψ

/-- The product state `u ⊗ v ⊗ w`. -/
def prod3 {d : ℕ} (u v w : Fin d → ℂ) : Config d → ℂ := fun x => u (x 0) * v (x 1) * w (x 2)

variable {d : ℕ}

/-- A permutation operator permutes the arguments of the wave function. -/
theorem permOp_mulVec (σ : Perm (Fin 3)) (ψ : Config d → ℂ) (x : Config d) :
    (permOp d σ *ᵥ ψ) x = ψ (x ∘ σ) := by
  simp [permOp, mulVec, dotProduct]

/-- The trivial permutation acts as the identity operator. -/
theorem permOp_one : permOp d 1 = 1 := by
  ext x y
  simp [permOp, one_apply, eq_comm]

/-- Permutation operators multiply as the permutations do. -/
theorem permOp_mul (σ τ : Perm (Fin 3)) : permOp d σ * permOp d τ = permOp d (σ * τ) := by
  ext x z
  simp only [permOp, mul_apply, of_apply, ite_mul, one_mul, zero_mul, Finset.sum_ite_eq',
    Finset.mem_univ, if_true]
  try rfl

/-- The adjoint of a permutation operator is the operator of the inverse permutation. -/
theorem permOp_conjTranspose (σ : Perm (Fin 3)) : (permOp d σ)ᴴ = permOp d σ⁻¹ := by
  ext x y
  have key : x = y ∘ σ ↔ y = x ∘ (σ⁻¹ : Perm (Fin 3)) := by
    constructor
    · rintro rfl
      funext i
      simp
    · rintro rfl
      funext i
      simp
  simp only [permOp, conjTranspose_apply, of_apply]
  by_cases h : x = y ∘ σ
  · rw [if_pos h, if_pos (key.1 h), star_one]
  · rw [if_neg h, if_neg (mt key.2 h), star_zero]

/-- The cyclic shift sends `u ⊗ v ⊗ w` to `v ⊗ w ⊗ u`. -/
theorem shift_prod3 (u v w : Fin d → ℂ) : shift d *ᵥ prod3 u v w = prod3 v w u := by
  have e0 : cyc 0 = 2 := by decide
  have e1 : cyc 1 = 0 := by decide
  have e2 : cyc 2 = 1 := by decide
  funext x
  rw [shift, permOp_mulVec]
  simp only [prod3, Function.comp, e0, e1, e2]
  ring

/-- The operators of both 3-cycles have trace `d`. -/
theorem trace_threeCycle (σ : Perm (Fin 3)) (hσ : σ = cyc ∨ σ = cyc * cyc) :
    (permOp d σ).trace = d := by
  have e0 : cyc 0 = 2 := by decide
  have e1 : cyc 1 = 0 := by decide
  have e2 : cyc 2 = 1 := by decide
  -- a 3-cycle fixes exactly the constant configurations
  have key : ∀ x : Config d, x = x ∘ σ ↔ ∃ a : Fin d, (fun _ => a) = x := by
    intro x
    constructor
    · intro h
      have h0 := congrFun h 0
      have h1 := congrFun h 1
      have h2 := congrFun h 2
      have hx : x 0 = x 1 ∧ x 0 = x 2 := by
        rcases hσ with rfl | rfl
        · simp only [Function.comp, e0, e1, e2] at h0 h1 h2
          exact ⟨h1.symm, h0⟩
        · simp only [Function.comp, Perm.mul_apply, e0, e1, e2] at h0 h1 h2
          exact ⟨h0, h2.symm⟩
      refine ⟨x 0, ?_⟩
      funext i
      fin_cases i
      exacts [rfl, hx.1, hx.2]
    · rintro ⟨a, rfl⟩
      rfl
  have hf : Finset.univ.filter (fun x : Config d => x = x ∘ σ)
      = Finset.univ.image (fun (a : Fin d) (_ : Fin 3) => a) := by
    ext x
    simp only [Finset.mem_filter, Finset.mem_univ, true_and, Finset.mem_image]
    exact key x
  have hinj : Function.Injective (fun (a : Fin d) (_ : Fin 3) => a) :=
    fun a b h => congrFun h 0
  calc (permOp d σ).trace = ∑ x : Config d, if x = x ∘ σ then (1 : ℂ) else 0 := rfl
    _ = ((Finset.univ.filter (fun x : Config d => x = x ∘ σ)).card : ℂ) := Finset.sum_boole _ _
    _ = d := by rw [hf, Finset.card_image_of_injective _ hinj]; simp

/-- `Q` is one third of twice the identity minus the operators of the two 3-cycles. -/
theorem mixedProj_eq : mixedProj d
    = (1 / 3 : ℂ) • ((2 : ℂ) • (1 : Op d) - permOp d cyc - permOp d (cyc * cyc)) := by
  rw [mixedProj, shift, pow_two, permOp_mul]

/-- `Q` is a Hermitian projector that commutes with all six permutation operators, annihilates
symmetric and antisymmetric states, and has trace `2d(d² - 1)/3`. -/
theorem mixedProj_spec :
    (mixedProj d).IsHermitian ∧ mixedProj d * mixedProj d = mixedProj d ∧
    (∀ σ, permOp d σ * mixedProj d = mixedProj d * permOp d σ) ∧
    (∀ ψ, IsSym ψ → mixedProj d *ᵥ ψ = 0) ∧ (∀ ψ, IsAntisym ψ → mixedProj d *ᵥ ψ = 0) ∧
    (mixedProj d).trace = 2 * d * ((d : ℂ) ^ 2 - 1) / 3 := by
  have kill : ∀ ψ : Config d → ℂ, permOp d cyc *ᵥ ψ = ψ → permOp d (cyc * cyc) *ᵥ ψ = ψ →
      mixedProj d *ᵥ ψ = 0 := by
    intro ψ h1 h2
    simp only [mixedProj_eq, smul_mulVec, sub_mulVec, one_mulVec, h1, h2]
    module
  refine ⟨?_, ?_, fun σ => ?_, fun ψ h => kill ψ (h _) (h _), fun ψ h => ?_, ?_⟩
  · -- the adjoint exchanges the two 3-cycles
    have i1 : cyc⁻¹ = cyc * cyc := by decide
    have i2 : (cyc * cyc)⁻¹ = cyc := by decide
    have s1 : star (1 / 3 : ℂ) = 1 / 3 := by simp
    have s2 : star (2 : ℂ) = 2 := by simp
    simp only [IsHermitian, mixedProj_eq, conjTranspose_smul, conjTranspose_sub,
      conjTranspose_one, permOp_conjTranspose, i1, i2, s1, s2]
    module
  · have e1 : cyc * (cyc * cyc) = 1 := by decide
    have e2 : cyc * cyc * cyc = 1 := by decide
    have e3 : cyc * cyc * (cyc * cyc) = cyc := by decide
    simp only [mixedProj_eq, Matrix.smul_mul, Matrix.mul_smul, Matrix.sub_mul, Matrix.mul_sub,
      Matrix.one_mul, Matrix.mul_one, permOp_mul, e1, e2, e3, permOp_one]
    module
  · -- the two 3-cycles form a conjugacy class
    have hc : ∀ τ : Perm (Fin 3), (τ * cyc = cyc * τ ∧ τ * (cyc * cyc) = cyc * cyc * τ) ∨
        (τ * cyc = cyc * cyc * τ ∧ τ * (cyc * cyc) = cyc * τ) := by decide
    simp only [mixedProj_eq, Matrix.smul_mul, Matrix.mul_smul, Matrix.sub_mul, Matrix.mul_sub,
      Matrix.one_mul, Matrix.mul_one, permOp_mul]
    rcases hc σ with ⟨a, b⟩ | ⟨a, b⟩
    · rw [a, b]
    · rw [a, b]
      module
  · -- 3-cycles are even
    have hp : ∀ σ, Perm.sign σ = 1 → sgn σ = 1 := fun σ h => by simp [sgn, h]
    refine kill ψ ?_ ?_
    · rw [h, hp cyc (by decide), one_smul]
    · rw [h, hp (cyc * cyc) (by decide), one_smul]
  · have hcard : Fintype.card (Config d) = d ^ 3 := by simp [Config]
    simp only [mixedProj_eq, trace_smul, trace_sub, trace_one, smul_eq_mul,
      trace_threeCycle cyc (Or.inl rfl), trace_threeCycle (cyc * cyc) (Or.inr rfl), hcard]
    push_cast
    ring

/-- The symmetriser, the antisymmetriser and `Q` add up to the identity. -/
theorem resolution_of_identity : symmetrizer d + antisymmetrizer d + mixedProj d = 1 := by
  have hu : (Finset.univ : Finset (Perm (Fin 3)))
      = {1, cyc, cyc * cyc, swap 0 1, swap 0 2, swap 1 2} := by decide
  have hsum : ∀ f : Perm (Fin 3) → Op d, ∑ σ, f σ = f 1 + (f cyc + (f (cyc * cyc)
      + (f (swap 0 1) + (f (swap 0 2) + f (swap 1 2))))) := by
    intro f
    rw [hu, Finset.sum_insert (by decide), Finset.sum_insert (by decide),
      Finset.sum_insert (by decide), Finset.sum_insert (by decide),
      Finset.sum_insert (by decide), Finset.sum_singleton]
  have hp : ∀ σ, Perm.sign σ = 1 → sgn σ = 1 := fun σ h => by simp [sgn, h]
  have hm : ∀ σ, Perm.sign σ = -1 → sgn σ = -1 := fun σ h => by simp [sgn, h]
  -- the transpositions cancel between symmetriser and antisymmetriser
  simp only [symmetrizer, antisymmetrizer, mixedProj_eq, hsum, hp 1 (by decide),
    hp cyc (by decide), hp (cyc * cyc) (by decide), hm (swap 0 1) (by decide),
    hm (swap 0 2) (by decide), hm (swap 1 2) (by decide), permOp_one]
  module

/-- `Q` annihilates a state exactly when it is a symmetric plus an antisymmetric state. -/
theorem mixedProj_mulVec_eq_zero_iff (ψ : Config d → ℂ) :
    mixedProj d *ᵥ ψ = 0 ↔ ∃ s a, IsSym s ∧ IsAntisym a ∧ ψ = s + a := by
  constructor
  · intro h
    have hS : ∀ τ, permOp d τ * symmetrizer d = symmetrizer d := by
      intro τ
      rw [symmetrizer, Matrix.mul_smul, Finset.mul_sum]
      congr 1
      refine Eq.trans ?_ (Equiv.sum_comp (Equiv.mulLeft τ) (fun σ => permOp d σ))
      exact Finset.sum_congr rfl fun σ _ => permOp_mul τ σ
    have hA : ∀ τ, permOp d τ * antisymmetrizer d = sgn τ • antisymmetrizer d := by
      intro τ
      rw [antisymmetrizer, Matrix.mul_smul, Finset.mul_sum, smul_comm (sgn τ) (1 / 6 : ℂ),
        Finset.smul_sum (r := sgn τ)]
      congr 1
      refine Eq.trans ?_
        (Equiv.sum_comp (Equiv.mulLeft τ) (fun σ => sgn τ • sgn σ • permOp d σ))
      refine Finset.sum_congr rfl fun σ _ => ?_
      have hs : sgn τ * sgn (τ * σ) = sgn σ := by
        rcases Int.units_eq_one_or (Perm.sign τ) with e | e <;> simp [sgn, e]
      show permOp d τ * (sgn σ • permOp d σ) = sgn τ • sgn (τ * σ) • permOp d (τ * σ)
      rw [Matrix.mul_smul, permOp_mul, smul_smul, hs]
    refine ⟨symmetrizer d *ᵥ ψ, antisymmetrizer d *ᵥ ψ, fun τ => ?_, fun τ => ?_, ?_⟩
    · rw [mulVec_mulVec, hS]
    · rw [mulVec_mulVec, hA, smul_mulVec]
    · have h1 : (symmetrizer d + antisymmetrizer d + mixedProj d) *ᵥ ψ = ψ := by
        rw [resolution_of_identity, one_mulVec]
      rw [add_mulVec, add_mulVec, h, add_zero] at h1
      exact h1.symm
  · rintro ⟨s, a, hs, ha, rfl⟩
    obtain ⟨-, -, -, k1, k2, -⟩ := mixedProj_spec (d := d)
    rw [mulVec_add, k1 s hs, k2 a ha, add_zero]

end

end MixedSymmetry
```

```lean
#print axioms MixedSymmetry.shift_prod3
#print axioms MixedSymmetry.mixedProj_spec
#print axioms MixedSymmetry.mixedProj_mulVec_eq_zero_iff
```

```
'MixedSymmetry.shift_prod3' depends on axioms: [propext, Classical.choice, Quot.sound]
'MixedSymmetry.mixedProj_spec' depends on axioms: [propext, Classical.choice, Quot.sound]
'MixedSymmetry.mixedProj_mulVec_eq_zero_iff' depends on axioms: [propext, Classical.choice, Quot.sound]
```

### Remarks

The statements. `mixedProj_spec` is the conjunction of the claims for every natural number d, with no further hypothesis: Q (`mixedProj d`) is Hermitian, equals its square, commutes with P_σ for every σ, sends `IsSym` and `IsAntisym` states to zero, and has the stated trace as an equation in ℂ. At d = 1 there is one configuration, C = 1 and Q = 0; at d = 0 there are none; the formula gives 0 in both cases. `resolution_of_identity` is S + A + Q = 1, and `mixedProj_mulVec_eq_zero_iff` says that Qψ = 0 exactly when ψ = s + a with s symmetric and a antisymmetric. The name "mixed symmetry" rests on these two theorems: Q removes precisely the sums of purely symmetric and purely antisymmetric states. The range of Q is not broken into irreducible representations of S₃ or of the unitary group, no Young symmetrisers appear, and the number of copies is fixed at three. The file also leaves unproved that S and A are mutually orthogonal projectors, that the trace of Q is the dimension of its range, and the spin reading given below.

The proof. `permOp_mulVec`, `permOp_one`, `permOp_mul` and `permOp_conjTranspose` are the action and the three rules for P_σ; `shift_prod3` confirms the direction of the shift; `mixedProj_eq` replaces C² by P_c². After that the operator identities in `mixedProj_spec` and `resolution_of_identity` split in two: `decide` checks a statement about the six elements of S₃ by enumeration, and, wherever terms remain to be collected, `module` compares coefficients of the resulting linear combinations. In `mixedProj_spec`, `i1` and `i2` are the inverses of the cycles, `e1` to `e3` are C³ = 1 and C⁴ = C at the level of permutations, `hc` is the two-case commutation rule, and `kill` is the computation (2 − 1 − 1)ψ/3 = 0. `trace_threeCycle` identifies the fixed configurations with the image of the injective map from a label to the constant configuration and counts them. In the kernel theorem `hS` and `hA` perform the reindexing σ ↦ τσ through `Equiv.sum_comp`, and the witnesses are Sψ and Aψ.

An instance, d = 2. On kets C|x₀x₁x₂⟩ = |x₁x₂x₀⟩, so C|001⟩ = |010⟩, C²|001⟩ = |100⟩ and

Q|001⟩ = (2|001⟩ − |010⟩ − |100⟩)/3

This vector has squared norm 6/9 = 2/3, equal to the diagonal element ⟨001|Q|001⟩, as Q†Q = Q requires; normalised it is (2|001⟩ − |010⟩ − |100⟩)/√6. The kets |000⟩ and |111⟩ are annihilated and the other six contribute 2/3 each, so Tr Q = 4 = 2·2·3/3. For spins these four dimensions are the two doublets of total spin ½.

An easy mistake is to argue that Q commutes with the permutations because C does. For d ≥ 2 it does not: with t the transposition of copies 0 and 1, P_t C|001⟩ = |100⟩ while C P_t|001⟩ = |010⟩. Among the combinations of C and C², only multiples of the sum C + C² then commute with every permutation, which is why `hc` has a second case in which the two cycles trade places.

A Hamiltonian on this space that commutes with the permutations commutes with Q, a polynomial in C, so it can be diagonalised on the range of Q separately from the symmetric and antisymmetric states. A mixed-symmetry vector is not by itself a complete state of three identical bosons or fermions: for electrons, spatial and spin vectors of mixed symmetry have to be combined in a sum of products that is totally antisymmetric, which a single nonzero product of one such spatial vector and one such spin vector never is.
